# Symmetric, spin-independent t₂g hopping acts in the j = 1/2 doublet as one third of its trace

Suppose that a honeycomb iridate is modelled by a single j = 1/2 band, and that the large xz–yz hopping amplitude $t_2$ is entered as the hopping of that band. The model then produces a Heisenberg exchange of order $4t_2^2/U$, with $U$ the on-site repulsion, from a process that is absent: between j = 1/2 states, the contributions from xz to yz and from yz to xz cancel exactly, because their amplitudes on the bond are equal. The cancellation follows from a statement about $3\times 3$ orbital matrices.

## From Pauli products to the trace

Number the orbitals yz, xz, xy as 0, 1, 2, and let $\sigma_0,\sigma_1,\sigma_2$ be the Pauli matrices for x, y, z (so $\sigma_0$ is not the identity). Let $\varepsilon_{012}=1$. The effective orbital angular momentum of the t₂g orbitals, which is minus the true one restricted to them, has the matrices $(L_a)_{bc}=-i\varepsilon_{abc}$. The label j refers to the total angular momentum formed from it and the spin. Set

$$P=\tfrac13\Big(1-\sum_a L_a\otimes\sigma_a\Big).$$

The claim is that $P$ is the orthogonal projector onto the j = 1/2 doublet, and that a complex orbital matrix $M$ satisfies $P(M\otimes 1)P=\tfrac13(\operatorname{tr}M)\,P$ exactly when $M$ is symmetric.

Stack the Pauli matrices into a $6\times2$ matrix $V$ whose block for orbital $b$ is $\sigma_b$. Since $\sigma_b^2=1$, we have $V^\dagger V=3$. The block $(b,c)$ of $VV^\dagger$ is

$$\sigma_b\sigma_c=\delta_{bc}+i\sum_a\varepsilon_{abc}\sigma_a=\delta_{bc}-\sum_a(L_a)_{bc}\,\sigma_a ,$$

which is the same block of $3P$. Hence $P=VV^\dagger/3$. This is Hermitian, and $P^2=V(V^\dagger V)V^\dagger/9=P$. Its rank is its trace, $\operatorname{tr}(V^\dagger V)/3=2$. The normalised doublet states are the columns of $W=V/\sqrt3$; the first is $(|xy\uparrow\rangle+|yz\downarrow\rangle+i|xz\downarrow\rangle)/\sqrt3$.

For the effective total angular momentum $J_a=L_a\otimes1+1\otimes\sigma_a/2$, use $\sum_aL_a^2=2$ and $\sum_aL_a\otimes\sigma_a=1-3P$:

$$\sum_aJ_a^2=2+(1-3P)+\tfrac34=\tfrac{15}4-3P.$$

The value is $3/4$ on the range of $P$, so $j=1/2$ there, and $15/4$ on the kernel, where $j=3/2$.

Now put an orbital operator between the columns of $V$:

$$V^\dagger(M\otimes1)V=\sum_{b,c}M_{bc}\,\sigma_b\sigma_c=\operatorname{tr}M+i\big[(M_{12}-M_{21})\sigma_0+(M_{20}-M_{02})\sigma_1+(M_{01}-M_{10})\sigma_2\big].$$

If $M$ is symmetric, the bracket vanishes, and $P(M\otimes1)P=\tfrac19V(\operatorname{tr}M)V^\dagger=\tfrac13(\operatorname{tr}M)P$. Conversely, if the projection has this form, multiplying by $V^\dagger$ on the left and $V$ on the right shows that the bracket is zero. The Pauli matrices are linearly independent, so all three differences vanish.

## Bonds without symmetry, and a numerical check

For real hopping, symmetry of $M$ holds when the bond has an inversion centre at its midpoint. Without an inversion centre $M$ need not be symmetric, and the conclusion can then fail. Take $M_{01}=1$, $M_{10}=-1$ and all other entries zero. The trace is zero, yet $W^\dagger(M\otimes1)W=\tfrac{2i}{3}\sigma_2$, a hopping that depends on the pseudospin, the two-valued label of the doublet states.

In a calculation that starts from a spin-independent Wannier hopping matrix `T`, with the same orbital axes on both sites, the step takes two lines of NumPy:

```python
W = np.vstack([sx, sy, sz]) / np.sqrt(3)
h = W.conj().T @ np.kron(T, np.eye(2)) @ W
```

Here `sx`, `sy`, `sz` are the Pauli matrices, and the rows and columns of `T` must be in the order yz, xz, xy. The orbital is the slow index and spin the fast one. The part of `h` proportional to the identity is `np.trace(T)/3`; the remainder measures the antisymmetric part of `T`.

## The operators as matrices

In Lean 4 with Mathlib:

```lean
import Mathlib

open Matrix
open scoped Kronecker

namespace SpinOrbitProjection

noncomputable section
```

The orbital matrices and the Pauli matrices are written out entry by entry, indexed from 0 as above.

```lean
/-- The effective orbital angular momentum matrices `(L_a)_bc = -i ε_abc` on three orbitals. -/
def L : Fin 3 → Matrix (Fin 3) (Fin 3) ℂ :=
  ![!![0, 0, 0; 0, 0, -Complex.I; 0, Complex.I, 0],
    !![0, 0, Complex.I; 0, 0, 0; -Complex.I, 0, 0],
    !![0, -Complex.I, 0; Complex.I, 0, 0; 0, 0, 0]]

/-- The three Pauli matrices. -/
def pauli : Fin 3 → Matrix (Fin 2) (Fin 2) ℂ :=
  ![!![0, 1; 1, 0], !![0, -Complex.I; Complex.I, 0], !![1, 0; 0, -1]]
```

The product space has the index type `Fin 3 × Fin 2`, a pair of orbital and spin, and `⊗ₖ` is the Kronecker product.

```lean
/-- The operator `P = (1 - ∑ L_a ⊗ σ_a) / 3` on orbital times spin space. -/
def P : Matrix (Fin 3 × Fin 2) (Fin 3 × Fin 2) ℂ :=
  (1 / 3 : ℂ) • (1 - ∑ a, L a ⊗ₖ pauli a)

/-- The effective total angular momentum `J_a = L_a ⊗ 1 + 1 ⊗ σ_a / 2`. -/
def J (a : Fin 3) : Matrix (Fin 3 × Fin 2) (Fin 3 × Fin 2) ℂ :=
  L a ⊗ₖ (1 : Matrix (Fin 2) (Fin 2) ℂ) +
    (1 / 2 : ℂ) • ((1 : Matrix (Fin 3) (Fin 3) ℂ) ⊗ₖ pauli a)
```

`V` is left unnormalised, which keeps square roots out of the proofs.

```lean
/-- The three Pauli matrices stacked into a map from a two-component spinor
to orbital times spin space. -/
def V : Matrix (Fin 3 × Fin 2) (Fin 2) ℂ :=
  Matrix.of fun p t => pauli p.1 p.2 t
```

## The projector and its angular momentum

The two identities that carry the argument, $V^\dagger V=3$ and $P=VV^\dagger/3$, are checked on every matrix entry.

```lean
/-- The two columns of `V` are orthogonal and have squared length three. -/
theorem V_gram : Vᴴ * V = (3 : ℂ) • (1 : Matrix (Fin 2) (Fin 2) ℂ) := by
  ext i j
  fin_cases i <;> fin_cases j <;>
    simp [V, pauli, Matrix.mul_apply, Fintype.sum_prod_type, Fin.sum_univ_three,
      Fin.sum_univ_two]
  all_goals try norm_num

/-- The operator `P` is built from the two columns of `V`: `P = V V† / 3`. -/
theorem P_eq : P = (1 / 3 : ℂ) • (V * Vᴴ) := by
  ext ⟨b, s⟩ ⟨c, t⟩
  fin_cases b <;> fin_cases s <;> fin_cases c <;> fin_cases t <;>
    simp [P, V, L, pauli, Matrix.mul_apply, Fin.sum_univ_three, Fin.sum_univ_two]
```

The next theorem states that $P$ is Hermitian, idempotent and of rank two. Its first step, `hl`, is $V^\dagger P=V^\dagger$, which gives $P^2=P$. The rank is bounded from both sides instead of being read from the trace: $P$ factors through a two-dimensional space, so the rank is at most two, and $(V^\dagger/3)PV=1$ forces it to be at least two.

```lean
/-- `P` is an orthogonal projector of rank two. -/
theorem P_projector : Pᴴ = P ∧ P * P = P ∧ P.rank = 2 := by
  have hl : Vᴴ * P = Vᴴ := by
    rw [P_eq, Matrix.mul_smul, ← Matrix.mul_assoc, V_gram, Matrix.smul_mul,
      Matrix.one_mul, smul_smul]
    norm_num
  refine ⟨?_, ?_, le_antisymm ?_ ?_⟩
  · rw [P_eq]
    simp [Matrix.conjTranspose_smul, Matrix.conjTranspose_mul]
  · calc P * P = (1 / 3 : ℂ) • (V * (Vᴴ * P)) := by
          conv_lhs => rw [P_eq]
          rw [← P_eq, ← Matrix.mul_assoc, ← Matrix.smul_mul, ← P_eq]
      _ = P := by rw [hl, ← P_eq]
  · -- `P` factors through a two-dimensional space
    have h : P = V * ((1 / 3 : ℂ) • Vᴴ) := by rw [P_eq, Matrix.mul_smul]
    rw [h]
    exact (Matrix.rank_mul_le_left _ _).trans (by simpa using Matrix.rank_le_card_width V)
  · -- compressing `P` with `V` gives the identity on that space
    have h : ((1 / 3 : ℂ) • Vᴴ) * (P * V) = 1 := by
      rw [Matrix.smul_mul, ← Matrix.mul_assoc, hl, V_gram, smul_smul]
      norm_num
    have h1 := Matrix.rank_mul_le_right ((1 / 3 : ℂ) • Vᴴ) (P * V)
    rw [h, Matrix.rank_one] at h1
    have h2 := Matrix.rank_mul_le_left P V
    simp only [Fintype.card_fin] at h1
    omega
```

The proof for $J^2$ follows the expansion above. `hs` is $\sigma_a^2=1$, `hL` is $\sum_aL_a^2=2$, and `h` expands each $J_a^2$.

```lean
/-- The squared effective total angular momentum is `J² = 15/4 - 3 P`. -/
theorem J_sq : ∑ a, J a * J a = (15 / 4 : ℂ) • 1 - (3 : ℂ) • P := by
  have hs : ∀ a, pauli a * pauli a = 1 := by
    intro a
    ext i j
    fin_cases a <;> fin_cases i <;> fin_cases j <;>
      simp [pauli, Matrix.mul_apply, Fin.sum_univ_two]
  have hL : L 0 * L 0 + L 1 * L 1 + L 2 * L 2 = (2 : ℂ) • 1 := by
    ext i j
    fin_cases i <;> fin_cases j <;>
      simp [L]
    all_goals try norm_num
  have h : ∀ a, J a * J a = (L a * L a) ⊗ₖ (1 : Matrix (Fin 2) (Fin 2) ℂ)
      + L a ⊗ₖ pauli a + (1 / 4 : ℂ) • 1 := by
    intro a
    simp only [J, add_mul, mul_add, smul_mul_assoc, mul_smul_comm,
      ← Matrix.mul_kronecker_mul, one_mul, mul_one, hs, Matrix.one_kronecker_one]
    module
  have hk : (L 0 * L 0) ⊗ₖ (1 : Matrix (Fin 2) (Fin 2) ℂ) + (L 1 * L 1) ⊗ₖ 1
      + (L 2 * L 2) ⊗ₖ 1 = (2 : ℂ) • 1 := by
    rw [← Matrix.add_kronecker, ← Matrix.add_kronecker, hL, Matrix.smul_kronecker,
      Matrix.one_kronecker_one]
  simp only [P, Fin.sum_univ_three, h]
  linear_combination (norm := module) hk
```

## Symmetry as the exact condition

`V_sandwich` is the formula for $V^\dagger(M\otimes1)V$, for any complex $M$.

```lean
/-- Between the columns of `V`, a spin-independent orbital operator becomes its trace
plus a Pauli term made from its antisymmetric part. -/
theorem V_sandwich (M : Matrix (Fin 3) (Fin 3) ℂ) :
    Vᴴ * (M ⊗ₖ (1 : Matrix (Fin 2) (Fin 2) ℂ)) * V = M.trace • 1 +
      Complex.I • ((M 1 2 - M 2 1) • pauli 0 + (M 2 0 - M 0 2) • pauli 1
        + (M 0 1 - M 1 0) • pauli 2) := by
  ext i j
  fin_cases i <;> fin_cases j <;>
    simp [V, pauli, Matrix.mul_apply, Fintype.sum_prod_type, Fin.sum_univ_three,
      Fin.sum_univ_two, Matrix.one_apply, Matrix.trace_fin_three]
  all_goals try ring_nf
  all_goals try simp only [Complex.I_sq]
  all_goals try ring
```

In the equivalence, `M ⊗ₖ 1` expresses that the operator leaves spin alone. `M.IsSymm` means $M^{T}=M$ without complex conjugation, so real symmetric matrices are included, while a Hermitian matrix with complex entries need not qualify.

The forward direction isolates the Pauli term as `h3` and reads off three of its entries. `e00` gives $M_{01}=M_{10}$; the sum and difference of `e01` and `e10` give the other two equalities. The reverse direction writes the projection as $\tfrac19V(\cdots)V^\dagger$ and lets symmetry remove the Pauli term.

```lean
/-- A spin-independent orbital operator `M` projects to `(tr M / 3) P` exactly when
its matrix is symmetric. -/
theorem projection_iff_symmetric (M : Matrix (Fin 3) (Fin 3) ℂ) :
    P * (M ⊗ₖ (1 : Matrix (Fin 2) (Fin 2) ℂ)) * P = (M.trace / 3) • P ↔ M.IsSymm := by
  constructor
  · intro h
    have hl : Vᴴ * P = Vᴴ := by
      rw [P_eq, Matrix.mul_smul, ← Matrix.mul_assoc, V_gram, Matrix.smul_mul,
        Matrix.one_mul, smul_smul]
      norm_num
    have hr : P * V = V := by
      rw [P_eq, Matrix.smul_mul, Matrix.mul_assoc, V_gram, Matrix.mul_smul,
        Matrix.mul_one, smul_smul]
      norm_num
    have h2 : Vᴴ * (M ⊗ₖ (1 : Matrix (Fin 2) (Fin 2) ℂ)) * V = M.trace • 1 := by
      calc _ = (Vᴴ * P) * (M ⊗ₖ (1 : Matrix (Fin 2) (Fin 2) ℂ)) * (P * V) := by rw [hl, hr]
        _ = Vᴴ * (P * (M ⊗ₖ (1 : Matrix (Fin 2) (Fin 2) ℂ)) * P) * V := by
            simp only [Matrix.mul_assoc]
        _ = M.trace • 1 := by
            rw [h, Matrix.mul_smul, hl, Matrix.smul_mul, V_gram, smul_smul]
            congr 1
            ring
    -- the Pauli term must vanish, entry by entry
    rw [V_sandwich] at h2
    have h3 := add_eq_left.mp h2
    have e00 : Complex.I * (M 0 1 - M 1 0) = 0 := by
      simpa [pauli] using congrFun (congrFun h3 0) 0
    have e01 : Complex.I * ((M 1 2 - M 2 1) + (M 2 0 - M 0 2) * (-Complex.I)) = 0 := by
      simpa [pauli] using congrFun (congrFun h3 0) 1
    have e10 : Complex.I * ((M 1 2 - M 2 1) + (M 2 0 - M 0 2) * Complex.I) = 0 := by
      simpa [pauli] using congrFun (congrFun h3 1) 0
    have h12 : M 1 2 = M 2 1 := by
      linear_combination (-Complex.I / 2) * (e01 + e10) + (M 1 2 - M 2 1) * Complex.I_sq
    have h20 : M 2 0 = M 0 2 := by
      linear_combination (1 / 2) * (e01 - e10) + (M 2 0 - M 0 2) * Complex.I_sq
    have h01 : M 0 1 = M 1 0 := by
      linear_combination (-Complex.I) * e00 + (M 0 1 - M 1 0) * Complex.I_sq
    refine Matrix.IsSymm.ext fun i j => ?_
    fin_cases i <;> fin_cases j <;> simp [h12, h20, h01]
  · intro hM
    have h : P * (M ⊗ₖ (1 : Matrix (Fin 2) (Fin 2) ℂ)) * P = (1 / 9 : ℂ) •
        (V * (Vᴴ * (M ⊗ₖ (1 : Matrix (Fin 2) (Fin 2) ℂ)) * V) * Vᴴ) := by
      rw [P_eq]
      simp only [Matrix.smul_mul, Matrix.mul_smul, Matrix.mul_assoc, smul_smul]
      norm_num
    -- for symmetric `M` only the trace survives
    rw [h, V_sandwich, hM.apply 2 1, hM.apply 0 2, hM.apply 1 0, P_eq]
    simp only [sub_self, zero_smul, add_zero, smul_zero, Matrix.mul_smul,
      Matrix.smul_mul, Matrix.mul_one, smul_smul]
    congr 1
    ring
```

## Hopping across a shared edge

For a bond whose shared edge lies in the xy plane, the bond matrix has three real amplitudes. Here $t_2$ includes the path through the shared ligands, while $t_1$ and $t_3$ describe hopping between like orbitals. This form is assumed for an ideal bond and not derived from a crystal structure.

```lean
/-- Hopping on an edge-sharing bond in the orbital order yz, xz, xy: `t₁` is diagonal in
yz and xz, `t₂` exchanges xz and yz, and `t₃` connects xy to xy. -/
def edgeHopping (t₁ t₂ t₃ : ℝ) : Matrix (Fin 3) (Fin 3) ℂ :=
  !![(t₁ : ℂ), (t₂ : ℂ), 0; (t₂ : ℂ), (t₁ : ℂ), 0; 0, 0, (t₃ : ℂ)]
```

The matrix is symmetric with trace $2t_1+t_3$, so the equivalence applies directly.

```lean
/-- Edge-sharing hopping projects to `(2 t₁ + t₃) / 3` times `P`, whatever the
xz-yz amplitude `t₂`. -/
theorem edgeHopping_projection (t₁ t₂ t₃ : ℝ) :
    P * (edgeHopping t₁ t₂ t₃ ⊗ₖ (1 : Matrix (Fin 2) (Fin 2) ℂ)) * P =
      ((2 * t₁ + t₃) / 3 : ℂ) • P := by
  have hs : (edgeHopping t₁ t₂ t₃).IsSymm := by
    refine Matrix.IsSymm.ext fun i j => ?_
    fin_cases i <;> fin_cases j <;> simp [edgeHopping]
  have ht : (edgeHopping t₁ t₂ t₃).trace = 2 * t₁ + t₃ := by
    simp [edgeHopping, Matrix.trace_fin_three]
    ring
  rw [(projection_iff_symmetric _).mpr hs, ht]
```

Setting $t_1=t_3=0$ leaves pure xz–yz hopping with the same amplitude from xz to yz as from yz to xz. It projects to zero, unlike the antisymmetric example above.

```lean
/-- Pure xz-yz hopping projects to zero. -/
theorem xz_yz_hopping_projection (t : ℝ) :
    P * (edgeHopping 0 t 0 ⊗ₖ (1 : Matrix (Fin 2) (Fin 2) ℂ)) * P = 0 := by
  rw [edgeHopping_projection]
  simp

end

end SpinOrbitProjection
```

In t₂g models of spin–orbit-coupled magnets, this fixes the one-electron hopping of a j = 1/2 band, provided that the orbital hopping is symmetric and spin-independent and that the j = 3/2 states are projected out entirely. Exchange generated by $t_2$ through virtual j = 3/2 states involves interactions, and these theorems do not address it.

```lean
#print axioms SpinOrbitProjection.P_projector
#print axioms SpinOrbitProjection.J_sq
#print axioms SpinOrbitProjection.projection_iff_symmetric
#print axioms SpinOrbitProjection.xz_yz_hopping_projection
```

```
'SpinOrbitProjection.P_projector' depends on axioms: [propext, Classical.choice, Quot.sound]
'SpinOrbitProjection.J_sq' depends on axioms: [propext, Classical.choice, Quot.sound]
'SpinOrbitProjection.projection_iff_symmetric' depends on axioms: [propext, Classical.choice, Quot.sound]
'SpinOrbitProjection.xz_yz_hopping_projection' depends on axioms: [propext, Classical.choice, Quot.sound]
```
